# Interlacing numbers are the exact eigenvalues of a rank-one update

Let $d_0<l_0<d_1<l_1<\dots<d_{n-1}<l_{n-1}$ be real numbers. Then the weights

$$w_i=\frac{\prod_j (l_j-d_i)}{\prod_{j\ne i}(d_j-d_i)}$$

are positive, and for every real vector $z$ with $z_i^2=w_i$ the matrix $\mathrm{diag}(d)+zz^{T}$ has characteristic polynomial $\prod_j (X-l_j)$. Its eigenvalues are therefore exactly the $l_j$.

This bears on divide-and-conquer diagonalisation of real symmetric matrices, including Hamiltonians with real matrix elements in a finite orthonormal basis, where a merge step computes approximate eigenvalues of a diagonal matrix plus a rank-one term. If the computed roots still interlace the poles strictly, they are exact eigenvalues of a matrix of the same form with a recomputed $z$. The theorems are in exact arithmetic; they do not say how close the new $z$ is to the original one, or how rounding enters its evaluation.

```lean
import Mathlib

open Polynomial Matrix

namespace RankOneInverseEigenvalue

noncomputable section

variable {n : ℕ}
```

## Real levels and a positive rank-one coupling

The numbers $d_i$ are the energies of $n$ uncoupled levels, called poles below, and $z_iz_j$ is a separable coupling between them. In Lean, `d`, `l` and `z` are functions `Fin n → ℝ`, with indices running from $0$ to $n-1$; the comments in the code number the same chain from 1. `Interlaces d l` says that $d_i<l_i$ for every $i$ and $l_i<d_j$ whenever $i<j$.

```lean
/-- Strict interlacing `d₁ < l₁ < d₂ < l₂ < ... < dₙ < lₙ` of poles `d` and roots `l`. -/
def Interlaces (d l : Fin n → ℝ) : Prop :=
  (∀ i, d i < l i) ∧ ∀ i j, i < j → l i < d j
```

The update enters with a plus sign and coefficient 1. A positive coefficient $\rho$ can be absorbed by replacing $z$ with $\sqrt{\rho}\,z$. `Matrix.vecMulVec z z` is the outer product $zz^T$.

```lean
/-- The diagonal matrix of the poles `d` plus the outer product of `z` with itself. -/
def rankOneUpdate (d z : Fin n → ℝ) : Matrix (Fin n) (Fin n) ℝ :=
  Matrix.diagonal d + Matrix.vecMulVec z z
```

In `weight`, the set `Finset.univ.erase i` contains all indices except $i$. For $n=1$ the denominator is an empty product, equal to 1, and $w_0=l_0-d_0$.

```lean
/-- The product of all `l j - d i` divided by the product of `d j - d i` over `j ≠ i`. -/
def weight (d l : Fin n → ℝ) (i : Fin n) : ℝ :=
  (∏ j, (l j - d i)) / ∏ j ∈ Finset.univ.erase i, (d j - d i)
```

The remaining definition is the candidate eigenvector at energy $x$, with components $z_i/(x-d_i)$. It is not normalised.

```lean
/-- The vector with components `z i / (x - d i)`. -/
def secularVector (d z : Fin n → ℝ) (x : ℝ) : Fin n → ℝ :=
  fun i => z i / (x - d i)
```

## Interlacing gives a real coupling

A positive rank-one term lowers no level, and strict interlacing says that each level rises but stays below the next unperturbed one, if there is one. By hand, this is used to fix the sign of each factor in

$$w_i=(l_i-d_i)\prod_{j\ne i}\frac{l_j-d_i}{d_j-d_i}.$$

The first factor is positive. If $j<i$, then $d_j<l_j<d_i$, so numerator and denominator are both negative. If $j>i$, then $d_i<l_i<d_j<l_j$, so both are positive. `weight_pos` separates off the same factor and treats the same two cases.

Without interlacing a weight can be negative. For $n=1$ and $l_0<d_0$ we get $w_0<0$, and no real $z_0$ has this square.

```lean
/-- For interlacing poles and roots every weight is positive. -/
theorem weight_pos {d l : Fin n → ℝ} (h : Interlaces d l) (i : Fin n) :
    0 < weight d l i := by
  have h1 : ∏ j, (l j - d i) = (l i - d i) * ∏ j ∈ Finset.univ.erase i, (l j - d i) :=
    (Finset.mul_prod_erase Finset.univ (fun j => l j - d i) (Finset.mem_univ i)).symm
  rw [weight, h1, mul_div_assoc, ← Finset.prod_div_distrib]
  refine mul_pos (sub_pos.2 (h.1 i)) (Finset.prod_pos fun j hj => ?_)
  -- numerator and denominator have the same sign
  rcases lt_or_gt_of_ne (Finset.ne_of_mem_erase hj) with hji | hij
  · have h2 := h.2 j i hji
    have h3 := h.1 j
    exact div_pos_of_neg_of_neg (by linarith) (by linarith)
  · have h2 := h.2 i j hij
    have h3 := h.1 j
    have h4 := h.1 i
    exact div_pos (by linarith) (by linarith)
```

## The characteristic polynomial needs no condition on the levels

For any $d$ and $z$, take $x$ different from all poles and write $D=\mathrm{diag}(d)$. Then

$$xI-D-zz^T=(xI-D)\bigl(I-(xI-D)^{-1}zz^T\bigr).$$

The identity $\det(I+AB)=\det(I+BA)$, with $A$ a column and $B$ a row, reduces the second determinant to a number:

$$\det(xI-D-zz^T)=\prod_j(x-d_j)\Bigl(1-\sum_i\frac{z_i^2}{x-d_i}\Bigr).$$

Multiplying out clears the denominators, which is the content of `secular_sum_mul_prod`. Its hypothesis `hx` keeps $x$ off the poles, where a denominator vanishes.

```lean
/-- Away from the poles, multiplying the secular sum by the product of all `x - d j`
clears its denominators. -/
theorem secular_sum_mul_prod (d z : Fin n → ℝ) {x : ℝ} (hx : ∀ i, x - d i ≠ 0) :
    (∏ j, (x - d j)) * ∑ i, z i ^ 2 / (x - d i) =
      ∑ i, z i ^ 2 * ∏ j ∈ Finset.univ.erase i, (x - d j) := by
  rw [Finset.mul_sum]
  refine Finset.sum_congr rfl fun i _ => ?_
  have h1 : ∏ j, (x - d j) = (x - d i) * ∏ j ∈ Finset.univ.erase i, (x - d j) :=
    (Finset.mul_prod_erase Finset.univ (fun j => x - d j) (Finset.mem_univ i)).symm
  have e : z i ^ 2 / (x - d i) * (x - d i) = z i ^ 2 := div_mul_cancel₀ _ (hx i)
  rw [h1]
  linear_combination (∏ j ∈ Finset.univ.erase i, (x - d j)) * e
```

The result is

$$p(x)=\prod_j(x-d_j)-\sum_i z_i^2\prod_{j\ne i}(x-d_j).$$

Both sides are polynomials and agree at infinitely many points, so they are equal everywhere, and the restriction on $x$ disappears. In `charpoly_rankOneUpdate`, `hfac` is the factorisation, checked entry by entry, and `hent` evaluates the $1\times1$ determinant. `Polynomial.eq_of_infinite_eval_eq` carries out the extension to the poles.

```lean
/-- The characteristic polynomial of a diagonal matrix plus `z zᵀ`, for arbitrary `d` and `z`. -/
theorem charpoly_rankOneUpdate (d z : Fin n → ℝ) :
    (rankOneUpdate d z).charpoly =
      ∏ j, (X - C (d j)) -
        ∑ i, C (z i ^ 2) * ∏ j ∈ Finset.univ.erase i, (X - C (d j)) := by
  -- it suffices to compare values at the infinitely many points that are not poles
  refine Polynomial.eq_of_infinite_eval_eq _ _ ((Set.finite_range d).infinite_compl.mono ?_)
  intro x hx
  have hne : ∀ i, x - d i ≠ 0 := fun i h0 => hx ⟨i, (sub_eq_zero.1 h0).symm⟩
  obtain ⟨A, hA⟩ : ∃ A : Matrix (Fin n) (Fin 1) ℝ, ∀ i k, A i k = -(z i / (x - d i)) :=
    ⟨fun i _ => -(z i / (x - d i)), fun _ _ => rfl⟩
  obtain ⟨B, hB⟩ : ∃ B : Matrix (Fin 1) (Fin n) ℝ, ∀ k j, B k j = z j :=
    ⟨fun _ j => z j, fun _ _ => rfl⟩
  have hfac : Matrix.scalar (Fin n) x - rankOneUpdate d z =
      Matrix.diagonal (fun i => x - d i) * (1 + A * B) := by
    ext i j
    have e : z i / (x - d i) * (x - d i) = z i := div_mul_cancel₀ _ (hne i)
    rw [Matrix.diagonal_mul]
    by_cases hij : i = j
    · subst hij
      simp only [rankOneUpdate, Matrix.scalar_apply, Matrix.sub_apply, Matrix.add_apply,
        Matrix.diagonal_apply_eq, Matrix.vecMulVec_apply, Matrix.one_apply_eq,
        Matrix.mul_apply, Fin.sum_univ_one, hA, hB]
      linear_combination z i * e
    · simp only [rankOneUpdate, Matrix.scalar_apply, Matrix.sub_apply, Matrix.add_apply,
        Matrix.diagonal_apply_ne _ hij, Matrix.vecMulVec_apply, Matrix.one_apply_ne hij,
        Matrix.mul_apply, Fin.sum_univ_one, hA, hB]
      linear_combination z j * e
  have hent : (1 + B * A : Matrix (Fin 1) (Fin 1) ℝ) 0 0 =
      1 - ∑ i, z i ^ 2 / (x - d i) := by
    rw [Matrix.add_apply, Matrix.one_apply_eq, Matrix.mul_apply, sub_eq_add_neg,
      ← Finset.sum_neg_distrib]
    congr 1
    refine Finset.sum_congr rfl fun i _ => ?_
    rw [hA, hB]
    ring
  -- the determinant of the n × n factor reduces to a 1 × 1 determinant
  rw [Set.mem_ofPred_eq, Matrix.eval_charpoly, hfac, Matrix.det_mul, Matrix.det_diagonal,
    Matrix.det_one_add_mul_comm, Matrix.det_fin_one, hent, mul_sub, mul_one,
    secular_sum_mul_prod d z hne]
  simp only [eval_sub, eval_prod, eval_finsetSum, eval_mul, eval_X, eval_C]
```

At $x=d_i$ the first product vanishes, and so does every term of the sum except the $i$-th:

$$p(d_i)=-z_i^2\prod_{j\ne i}(d_i-d_j).$$

`charpoly_eval_pole` isolates this term with `Finset.sum_eq_single`.

```lean
/-- At a pole `d i` the characteristic polynomial equals minus `z i ^ 2` times the product of `d i -
d j` over `j ≠ i`. -/
theorem charpoly_eval_pole (d z : Fin n → ℝ) (i : Fin n) :
    (rankOneUpdate d z).charpoly.eval (d i) =
      -(z i ^ 2 * ∏ j ∈ Finset.univ.erase i, (d i - d j)) := by
  have h0 : ∏ j, (d i - d j) = 0 := Finset.prod_eq_zero (Finset.mem_univ i) (sub_self _)
  have h1 : ∑ k, z k ^ 2 * ∏ j ∈ Finset.univ.erase k, (d i - d j) =
      z i ^ 2 * ∏ j ∈ Finset.univ.erase i, (d i - d j) := by
    refine Finset.sum_eq_single i (fun k _ hk => ?_) (fun h => absurd (Finset.mem_univ i) h)
    have h2 : ∏ j ∈ Finset.univ.erase k, (d i - d j) = 0 :=
      Finset.prod_eq_zero (Finset.mem_erase.2 ⟨hk.symm, Finset.mem_univ i⟩) (sub_self _)
    rw [h2, mul_zero]
  rw [charpoly_rankOneUpdate]
  simp only [eval_sub, eval_prod, eval_finsetSum, eval_mul, eval_X, eval_C]
  rw [h0, h1, zero_sub]
```

## Distinct levels determine each squared coupling

The hypothesis `Function.Injective d` says that the uncoupled levels are non-degenerate. It is weaker than interlacing, which implies it.

By hand, suppose $p(x)=\prod_j(x-l_j)$. Comparing values at $d_i$ gives

$$z_i^2=-\frac{\prod_j(d_i-l_j)}{\prod_{j\ne i}(d_i-d_j)}=w_i.$$

Division is allowed because the poles are distinct. Reversing all differences changes $n$ signs above and $n-1$ below, which accounts for the minus sign; this is `weight_eq`.

```lean
/-- The weight written with all differences reversed. -/
theorem weight_eq (d l : Fin n → ℝ) (i : Fin n) :
    weight d l i = -(∏ j, (d i - l j)) / ∏ j ∈ Finset.univ.erase i, (d i - d j) := by
  have h1 : ∏ j, (l j - d i) = (l i - d i) * ∏ j ∈ Finset.univ.erase i, (l j - d i) :=
    (Finset.mul_prod_erase Finset.univ (fun j => l j - d i) (Finset.mem_univ i)).symm
  have h2 : ∏ j, (d i - l j) = (d i - l i) * ∏ j ∈ Finset.univ.erase i, (d i - l j) :=
    (Finset.mul_prod_erase Finset.univ (fun j => d i - l j) (Finset.mem_univ i)).symm
  have hr : (∏ j ∈ Finset.univ.erase i, (l j - d i)) / ∏ j ∈ Finset.univ.erase i, (d j - d i) =
      (∏ j ∈ Finset.univ.erase i, (d i - l j)) / ∏ j ∈ Finset.univ.erase i, (d i - d j) := by
    rw [← Finset.prod_div_distrib, ← Finset.prod_div_distrib]
    refine Finset.prod_congr rfl fun j _ => ?_
    rw [← neg_sub (d i) (l j), ← neg_sub (d i) (d j), neg_div_neg_eq]
  rw [weight, h1, h2, mul_div_assoc, hr]
  ring
```

Conversely, if $z_i^2=w_i$ for all $i$, the two polynomials agree at the $n$ poles. Both are monic of degree $n$, so their difference has degree below $n$ and vanishes at $n$ distinct points. It is therefore zero.

In `charpoly_eq_iff`, distinctness enters through `hQ`, which makes the denominators non-zero, and through `hd.injOn`, which supplies $n$ different interpolation points. Interlacing is not assumed here: if some weight is negative, the equivalence says that no real $z$ produces the requested spectrum.

With degenerate levels the equivalence fails. For $d=(0,0)$ the characteristic polynomial is $X(X-z_0^2-z_1^2)$. One eigenvalue stays at zero, and only the sum of the squares is determined by the spectrum.

```lean
/-- For distinct poles, the update has characteristic polynomial `∏ (X - l j)` exactly when
the squared components of `z` are the weights. -/
theorem charpoly_eq_iff {d : Fin n → ℝ} (hd : Function.Injective d) (l z : Fin n → ℝ) :
    (rankOneUpdate d z).charpoly = ∏ j, (X - C (l j)) ↔ ∀ i, z i ^ 2 = weight d l i := by
  have hQ : ∀ i, ∏ j ∈ Finset.univ.erase i, (d i - d j) ≠ 0 := fun i =>
    Finset.prod_ne_zero_iff.2 fun j hj h0 =>
      Finset.ne_of_mem_erase hj (hd (sub_eq_zero.1 h0)).symm
  constructor
  · intro h i
    have h1 := congrArg (Polynomial.eval (d i)) h
    rw [charpoly_eval_pole] at h1
    simp only [eval_prod, eval_sub, eval_X, eval_C] at h1
    rw [weight_eq, eq_div_iff (hQ i)]
    linear_combination -h1
  · intro hz
    -- two monic polynomials of degree n that agree at the n poles are equal
    refine Polynomial.eq_of_degree_sub_lt_of_eval_index_eq (v := d) Finset.univ hd.injOn ?_ ?_
    · have hp := Matrix.charpoly_degree_eq_dim (rankOneUpdate d z)
      have hq : (∏ j, (X - C (l j))).degree = (Fintype.card (Fin n) : WithBot ℕ) := by
        rw [Polynomial.degree_prod]
        simp
      have mp := Matrix.charpoly_monic (rankOneUpdate d z)
      have mq : (∏ j, (X - C (l j))).Monic :=
        Polynomial.monic_prod_of_monic _ _ fun j _ => Polynomial.monic_X_sub_C (l j)
      have h := Polynomial.degree_sub_lt_left (hp.trans hq.symm) mp.ne_zero
        (mp.leadingCoeff.trans mq.leadingCoeff.symm)
      rw [hp] at h
      exact h
    · intro i _
      have e := div_mul_cancel₀ (-(∏ j, (d i - l j))) (hQ i)
      rw [charpoly_eval_pole, hz i, weight_eq]
      simp only [eval_prod, eval_sub, eval_X, eval_C]
      linear_combination -e
```

## The squares are prescribed, the signs are free

The condition $z_i^2=w_i$ sets the coupling strength of each level. `charpoly_of_interlaces` obtains distinct poles from $d_i<l_i<d_j$ for $i<j$, then combines positivity with the converse direction above. If even one square differs from its weight, the equivalence shows that the spectrum is no longer the prescribed one.

```lean
/-- For interlacing `d` and `l` the weights are positive, and every `z` whose squared components
are the weights gives `diag(d) + z zᵀ` the characteristic polynomial `∏ (X - l j)`. -/
theorem charpoly_of_interlaces {d l : Fin n → ℝ} (h : Interlaces d l) :
    (∀ i, 0 < weight d l i) ∧ ∀ z : Fin n → ℝ, (∀ i, z i ^ 2 = weight d l i) →
      (rankOneUpdate d z).charpoly = ∏ j, (X - C (l j)) := by
  have hd : StrictMono d := fun i j hij => (h.1 i).trans (h.2 i j hij)
  exact ⟨weight_pos h, fun z hz => (charpoly_eq_iff hd.injective l z).2 hz⟩
```

The sign of $z_i$ corresponds to the sign convention of the $i$-th basis vector, and the characteristic polynomial does not depend on it. `charpoly_of_signs` therefore accepts $z_i=s_i\sqrt{w_i}$ with any $s_i=\pm1$. Positivity is used once more, to ensure that the square root squares back to $w_i$. A solver can copy the signs from the vector with which it started.

```lean
/-- For interlacing `d` and `l`, the vector `z i = s i * √(weight i)`, with any signs `s i = ±1`,
gives the update the characteristic polynomial `∏ (X - l j)`. -/
theorem charpoly_of_signs {d l : Fin n → ℝ} (h : Interlaces d l) (s : Fin n → ℝ)
    (hs : ∀ i, s i = 1 ∨ s i = -1) :
    (rankOneUpdate d fun i => s i * √(weight d l i)).charpoly = ∏ j, (X - C (l j)) := by
  refine (charpoly_of_interlaces h).2 _ fun i => ?_
  have h1 : s i ^ 2 = 1 := by rcases hs i with h | h <;> rw [h] <;> norm_num
  rw [mul_pow, h1, one_mul, Real.sq_sqrt (weight_pos h i).le]
```

## Strictness keeps the eigenvector formula finite

Strict interlacing also means that no shifted level coincides with an uncoupled one, so $l_k-d_i\ne0$ for all $i$ and $k$. Since $p(l_k)=0$, dividing by $\prod_j(l_k-d_j)$ gives the secular equation

$$\sum_i\frac{z_i^2}{l_k-d_i}=1.$$

Set $v_i=z_i/(l_k-d_i)$. The secular equation says $z^Tv=1$, so $v\ne0$, and

$$\bigl((D+zz^T)v\bigr)_i=d_iv_i+z_i=d_iv_i+(l_k-d_i)v_i=l_kv_i.$$

The normalised eigenvector is $v/\|v\|$, with $\|v\|^2=\sum_i z_i^2/(l_k-d_i)^2$.

In `exact_eigenvector`, `hne` derives the non-zero denominators from the ordering, `hsum` is the secular equation in the form $z^Tv=1$, and `hA` expands the matrix-vector product. The last `linear_combination` is the replacement of $z_i$ by $(l_k-d_i)v_i$.

If the poles remain distinct but $l_k=d_k$, then $w_k=0$ and hence $z_k=0$. Level $k$ decouples, and the $k$-th basis vector is an eigenvector with eigenvalue $d_k$, while the formula for $v_k$ becomes $0/0$.

```lean
/-- For interlacing `d` and `l`, if the squared components of `z` are the weights, then each `l k`
is an exact eigenvalue of the update, with the non-zero eigenvector whose components are `z i / (l k
- d i)`. -/
theorem exact_eigenvector {d l z : Fin n → ℝ} (h : Interlaces d l)
    (hz : ∀ i, z i ^ 2 = weight d l i) (k : Fin n) :
    secularVector d z (l k) ≠ 0 ∧
      rankOneUpdate d z *ᵥ secularVector d z (l k) = l k • secularVector d z (l k) := by
  have hne : ∀ i, l k - d i ≠ 0 := by
    intro i h0
    rcases lt_trichotomy i k with hik | hik | hik
    · linarith [h.1 i, h.2 i k hik, h.1 k]
    · subst hik
      linarith [h.1 i]
    · linarith [h.2 k i hik]
  -- the secular equation at the root l k
  have hsum : ∑ j, z j * secularVector d z (l k) j = 1 := by
    have h1 := congrArg (Polynomial.eval (l k)) ((charpoly_of_interlaces h).2 z hz)
    rw [charpoly_rankOneUpdate] at h1
    simp only [eval_sub, eval_prod, eval_finsetSum, eval_mul, eval_X, eval_C] at h1
    have h0 : ∏ j, (l k - l j) = 0 := Finset.prod_eq_zero (Finset.mem_univ k) (sub_self _)
    rw [h0, ← secular_sum_mul_prod d z hne] at h1
    have hP : ∏ j, (l k - d j) ≠ 0 := Finset.prod_ne_zero_iff.2 fun j _ => hne j
    have h2 : ∑ j, z j ^ 2 / (l k - d j) = 1 :=
      mul_left_cancel₀ hP (by linear_combination -h1)
    rw [← h2]
    refine Finset.sum_congr rfl fun j _ => ?_
    rw [secularVector]
    ring
  constructor
  · intro hv
    rw [hv] at hsum
    simp at hsum
  · ext i
    have hA : (rankOneUpdate d z *ᵥ secularVector d z (l k)) i =
        d i * secularVector d z (l k) i + z i * ∑ j, z j * secularVector d z (l k) j := by
      rw [rankOneUpdate, Matrix.add_mulVec, Pi.add_apply, Matrix.mulVec_diagonal]
      congr 1
      simp only [Matrix.mulVec, dotProduct, Matrix.vecMulVec_apply, Finset.mul_sum, mul_assoc]
    have e : secularVector d z (l k) i * (l k - d i) = z i := div_mul_cancel₀ _ (hne i)
    rw [hA, hsum, Pi.smul_apply, smul_eq_mul]
    linear_combination -e

end

end RankOneInverseEigenvalue
```

```lean
#print axioms RankOneInverseEigenvalue.charpoly_of_signs
#print axioms RankOneInverseEigenvalue.exact_eigenvector
```

```
'RankOneInverseEigenvalue.charpoly_of_signs' depends on axioms: [propext, Classical.choice, Quot.sound]
'RankOneInverseEigenvalue.exact_eigenvector' depends on axioms: [propext, Classical.choice, Quot.sound]
```
